# For anticommuting pairs of Hermitian involutions that commute across pairs, the unitary $\prod_i (s_i+t_i)/\sqrt2$ carries each symmetry $t_i$ to $s_i$

The two-qubit Hamiltonian $H = X\otimes X + Z\otimes 1 + 1\otimes Z$ conserves the parity $Z\otimes Z$. Fixing that parity leaves a two-dimensional space of states, which one qubit could hold. Yet $H$ acts on each qubit through both $X$ and $Z$, so neither qubit can be struck out as it stands. A simulation that leaves $H$ in this form carries a redundant qubit.

Tapering changes the basis so that the conserved parity becomes a single-qubit $X$. For electronic-structure Hamiltonians encoded on finitely many qubits, this saves one qubit per independent parity, provided the parities and suitable partner operators are known.

```lean
import Mathlib

open Matrix
open scoped Kronecker

namespace QubitTapering

noncomputable section
```

## Symmetries and their partners

Let $t_i$, $i=0,\dots,k-1$, be the conserved parities, and let $s_i$ be the operators that are to replace them, typically $X$ on the qubits to be removed. All are Hermitian and square to one. They all commute, except that

$$s_i t_i = -t_i s_i .$$

The structure `TaperingPairs s t` collects these relations as hypotheses. `Fin k` supplies the indices, and `star` is the adjoint.

```lean
/-- Two families of Hermitian involutions `s i` and `t i` that all commute with each other,
except that `s i` anticommutes with its partner `t i`. -/
structure TaperingPairs {k : ℕ} {A : Type*} [Ring A] [StarRing A] (s t : Fin k → A) : Prop where
  s_herm : ∀ i, star (s i) = s i
  t_herm : ∀ i, star (t i) = t i
  s_sq : ∀ i, s i * s i = 1
  t_sq : ∀ i, t i * t i = 1
  s_comm : ∀ i j, s i * s j = s j * s i
  t_comm : ∀ i j, t i * t j = t j * t i
  st_comm : ∀ i j, i ≠ j → s i * t j = t j * s i
  st_anti : ∀ i, s i * t i = -(t i * s i)
```

The operators live in a ring `A` that is also a real algebra, so that $1/\sqrt2$ can multiply them. Complex matrices of any finite size are an instance. One factor of the transformation is

$$W_i = \frac{s_i+t_i}{\sqrt2}.$$

```lean
variable {k : ℕ} {A : Type*} [Ring A] [Algebra ℝ A]

/-- The single factor `(s + t)/√2`. -/
def factor (s t : A) : A := (Real.sqrt 2)⁻¹ • (s + t)
```

The full transformation is $U = W_0W_1\cdots W_{k-1}$, with $U=1$ when $k=0$. The name `taperingClifford` fits the case where all $s_i,t_i$ are Pauli strings. The theorems do not assume this and use only the relations above.

```lean
/-- The transformation `U`, the ordered product of the factors `(s i + t i)/√2`. -/
def taperingClifford (s t : Fin k → A) : A :=
  ((List.finRange k).map fun i => factor (s i) (t i)).prod
```

## One factor

Anticommutation removes the cross terms:

$$W^2=\tfrac12\,(s^2+st+ts+t^2)=\tfrac12\,(1+1)=1 .$$

In the proof, `h` is the bracket and `hc` the arithmetic of $\sqrt2$.

```lean
/-- For anticommuting involutions `s` and `t`, the factor `(s + t)/√2` squares to one. -/
theorem factor_sq {s t : A} (hs : s * s = 1) (ht : t * t = 1) (hst : s * t = -(t * s)) :
    factor s t * factor s t = 1 := by
  -- the cross terms cancel
  have h : (s + t) * (s + t) = (2 : ℝ) • (1 : A) := by
    rw [add_mul, mul_add, mul_add, hs, ht, hst, two_smul]
    abel
  have hc : (Real.sqrt 2)⁻¹ * (Real.sqrt 2)⁻¹ * 2 = 1 := by
    rw [← mul_inv, Real.mul_self_sqrt (by norm_num)]
    norm_num
  unfold factor
  rw [smul_mul_smul_comm, h, smul_smul, hc, one_smul]
```

Moving $t$ through the factor needs only $s^2=t^2=1$:

$$(s+t)\,t = st+1 = s\,(s+t), \qquad\text{so}\qquad Wt=sW .$$

```lean
/-- For involutions `s` and `t`, moving `t` from the right of the factor `(s + t)/√2` to its
left turns it into `s`. -/
theorem factor_mul {s t : A} (hs : s * s = 1) (ht : t * t = 1) :
    factor s t * t = s * factor s t := by
  unfold factor
  rw [smul_mul_assoc, mul_smul_comm, add_mul, mul_add, hs, ht, add_comm]
```

An operator $x$ that commutes with $s$ and $t$ commutes with their sum, and so with $W$. `Commute x y` means $xy=yx$.

```lean
/-- An operator that commutes with `s` and with `t` commutes with the factor `(s + t)/√2`. -/
theorem commute_factor {x s t : A} (hs : Commute x s) (ht : Commute x t) :
    Commute x (factor s t) :=
  (hs.add_right ht).smul_right _
```

If $x$ commutes with every factor of a product, it can be moved past them one at a time. Induction on the list of factors expresses this.

```lean
omit [Algebra ℝ A] in
private theorem commute_prod {x : A} {f : Fin k → A} (l : List (Fin k))
    (h : ∀ i ∈ l, Commute x (f i)) : Commute x (l.map f).prod := by
  induction l with
  | nil => simp
  | cons a l ih =>
    rw [List.map_cons, List.prod_cons]
    exact (h a (by simp)).mul_right (ih fun i hi => h i (by simp [hi]))
```

## The product is Hermitian and squares to one

For $i\neq j$, both $s_i$ and $t_i$ commute with $s_j$ and $t_j$, hence $W_iW_j=W_jW_i$; this is `hW`. Split off the first factor, $U=W_aV$, and assume $V^\dagger=V$ and $V^2=1$. Then

$$U^\dagger=V^\dagger W_a^\dagger=VW_a=W_aV=U,\qquad U^2=W_a^2V^2=1 .$$

The induction runs over the list of indices and starts from the empty product.

```lean
variable [StarRing A] [StarModule ℝ A]

/-- For tapering pairs, the product `U` of the factors `(s i + t i)/√2` is Hermitian and squares to
one. -/
theorem clifford_herm_sq {s t : Fin k → A} (h : TaperingPairs s t) :
    star (taperingClifford s t) = taperingClifford s t ∧
      taperingClifford s t * taperingClifford s t = 1 := by
  -- all factors commute with each other
  have hW : ∀ i j, Commute (factor (s i) (t i)) (factor (s j) (t j)) := by
    intro i j
    by_cases hij : i = j
    · subst hij
      exact Commute.refl _
    · exact commute_factor
        (commute_factor (h.s_comm j i) (h.st_comm j i (Ne.symm hij))).symm
        (commute_factor (h.st_comm i j hij).symm (h.t_comm j i)).symm
  unfold taperingClifford
  induction List.finRange k with
  | nil => simp
  | cons a l ih =>
    obtain ⟨ih1, ih2⟩ := ih
    have hc := commute_prod (f := fun i => factor (s i) (t i)) l fun i _ => hW a i
    have hstar : star (factor (s a) (t a)) = factor (s a) (t a) := by
      simp [factor, star_smul, h.s_herm, h.t_herm]
    rw [List.map_cons, List.prod_cons]
    constructor
    · rw [star_mul, ih1, hstar]
      exact hc.eq.symm
    · rw [hc.symm.mul_mul_mul_comm, factor_sq (h.s_sq a) (h.t_sq a) (h.st_anti a), ih2, one_mul]
```

## Moving a symmetry through the product

Only the factor with index $i$ changes $t_i$. If it stands first, $U=W_iV$ and $V$ commutes with $t_i$:

$$W_iVt_i=W_it_iV=s_iW_iV .$$

If another factor $W_a$ stands first, the induction hypothesis gives $Vt_i=s_iV$, and $W_a$ commutes with $s_i$:

$$W_aVt_i=W_as_iV=s_iW_aV .$$

These are the two cases of `by_cases hia`. The induction uses that the list contains $i$ exactly once, which `Nodup` and the membership condition ensure.

```lean
omit [StarModule ℝ A] in
/-- For tapering pairs, moving `t i` from the right of `U` to its left turns it into `s i`. -/
theorem clifford_mul {s t : Fin k → A} (h : TaperingPairs s t) (i : Fin k) :
    taperingClifford s t * t i = s i * taperingClifford s t := by
  have key : ∀ l : List (Fin k), l.Nodup → i ∈ l →
      (l.map fun j => factor (s j) (t j)).prod * t i =
        s i * (l.map fun j => factor (s j) (t j)).prod := by
    intro l
    induction l with
    | nil => simp
    | cons a l ih =>
      intro hl hi
      obtain ⟨hal, hl⟩ := List.nodup_cons.mp hl
      rw [List.map_cons, List.prod_cons]
      by_cases hia : i = a
      · -- the factor with index `i` stands first, and the others commute with `t i`
        subst hia
        have hc : Commute (t i) (l.map fun j => factor (s j) (t j)).prod := by
          refine commute_prod l fun j hj => ?_
          have hji : j ≠ i := fun e => hal (e ▸ hj)
          exact commute_factor (h.st_comm j i hji).symm (h.t_comm i j)
        rw [mul_assoc, ← hc.eq, ← mul_assoc, factor_mul (h.s_sq i) (h.t_sq i), mul_assoc]
      · -- the first factor commutes with `s i`
        have hil : i ∈ l := (List.mem_cons.mp hi).resolve_left hia
        have hc : Commute (s i) (factor (s a) (t a)) :=
          commute_factor (h.s_comm i a) (h.st_comm i a hia)
        rw [mul_assoc, ih hl hil, ← mul_assoc, ← hc.eq, mul_assoc]
  exact key _ (List.nodup_finRange k) (List.mem_finRange i)
```

## The transformed Hamiltonian

Since $U^\dagger=U$ and $U^2=1$, $U$ is unitary, and $Ut_iU=s_iUU=s_i$. In this section $X$ and $Y$ stand for arbitrary operators, as in the Lean proof, and not for Pauli matrices. Write $\varphi(X)=UXU$. Then, for all $X$ and $Y$,

$$\varphi(X)\varphi(Y)=UXU^2YU=\varphi(XY),\qquad \varphi(\varphi(X))=X .$$

If $Ht_i=t_iH$, applying $\varphi$ gives $\varphi(H)s_i=s_i\varphi(H)$. Conversely, the second relation reads $\varphi(Ht_i)=\varphi(t_iH)$, and another application of $\varphi$ returns the first. In Lean the two properties of $\varphi$ are `hm` and `hk`.

The theorem therefore states three things: $U$ is unitary, $Ut_iU=s_i$ for every $i$, and $UHU$ commutes with all $s_i$ exactly when $H$ commutes with all $t_i$. The operator $H$ need not be Hermitian.

```lean
/-- For tapering pairs, `U` is unitary and `U (t i) U = s i`; the transformed operator `U H U`
commutes with every `s i` exactly when `H` commutes with every `t i`. -/
theorem tapering_clifford {s t : Fin k → A} (h : TaperingPairs s t) :
    let U := taperingClifford s t
    (star U * U = 1 ∧ U * star U = 1) ∧ (∀ i, U * t i * U = s i) ∧
      ∀ H : A, (∀ i, Commute (U * H * U) (s i)) ↔ ∀ i, Commute H (t i) := by
  intro U
  obtain ⟨hstar, hsq⟩ : star U = U ∧ U * U = 1 := clifford_herm_sq h
  have hconj : ∀ i, U * t i * U = s i := fun i => by
    rw [show U * t i = s i * U from clifford_mul h i, mul_assoc, hsq, mul_one]
  -- conjugation by `U` respects products and undoes itself
  have hm : ∀ X Y : A, (U * X * U) * (U * Y * U) = U * (X * Y) * U := fun X Y => by
    calc (U * X * U) * (U * Y * U) = U * X * (U * U) * (Y * U) := by simp only [mul_assoc]
      _ = U * (X * Y) * U := by rw [hsq, mul_one]; simp only [mul_assoc]
  have hk : ∀ X : A, U * (U * X * U) * U = X := fun X => by
    calc U * (U * X * U) * U = (U * U) * X * (U * U) := by simp only [mul_assoc]
      _ = X := by rw [hsq, one_mul, mul_one]
  refine ⟨⟨by rw [hstar, hsq], by rw [hstar, hsq]⟩, hconj, fun H => ⟨fun hH i => ?_, fun hH i => ?_⟩⟩
  · have e := (hH i).eq
    rw [← hconj i, hm H (t i), hm (t i) H] at e
    have e' := congrArg (fun X => U * X * U) e
    simp only [hk] at e'
    exact e'
  · have e : (U * H * U) * (U * t i * U) = (U * t i * U) * (U * H * U) := by
      rw [hm H (t i), hm (t i) H, (hH i).eq]
    rw [hconj i] at e
    exact e
```

## A two-qubit instance

The Pauli matrices are written out as complex $2\times2$ matrices.

```lean
/-- The Pauli matrix `X`. -/
def pauliX : Matrix (Fin 2) (Fin 2) ℂ := !![0, 1; 1, 0]

/-- The Pauli matrix `Z`. -/
def pauliZ : Matrix (Fin 2) (Fin 2) ℂ := !![1, 0; 0, -1]
```

Take $s_0=X\otimes1$, $s_1=X\otimes X$, $t_0=Z\otimes Z$ and $t_1=1\otimes Z$. This example illustrates the relations only: the opening Hamiltonian conserves $t_0$ but not $t_1$. Each partner pair meets in one anticommuting position. The pair $s_1,t_0$ meets in two, so its signs cancel:

$$(X\otimes X)(Z\otimes Z)=XZ\otimes XZ=(-ZX)\otimes(-ZX)=(Z\otimes Z)(X\otimes X).$$

The proof checks the one-qubit relations entry by entry and then multiplies Kronecker products (`⊗ₖ`) factor by factor.

```lean
/-- On two qubits, `s = (X⊗1, X⊗X)` and `t = (Z⊗Z, 1⊗Z)` are tapering pairs. -/
theorem taperingPairs_witness :
    TaperingPairs ![pauliX ⊗ₖ (1 : Matrix (Fin 2) (Fin 2) ℂ), pauliX ⊗ₖ pauliX]
      ![pauliZ ⊗ₖ pauliZ, (1 : Matrix (Fin 2) (Fin 2) ℂ) ⊗ₖ pauliZ] := by
  have hX : pauliX * pauliX = 1 := by
    ext i j; fin_cases i <;> fin_cases j <;> simp [pauliX]
  have hZ : pauliZ * pauliZ = 1 := by
    ext i j; fin_cases i <;> fin_cases j <;> simp [pauliZ]
  have hXZ : pauliX * pauliZ = -(pauliZ * pauliX) := by
    ext i j; fin_cases i <;> fin_cases j <;> simp [pauliX, pauliZ]
  have hXs : pauliXᴴ = pauliX := by
    ext i j; fin_cases i <;> fin_cases j <;> simp [pauliX]
  have hZs : pauliZᴴ = pauliZ := by
    ext i j; fin_cases i <;> fin_cases j <;> simp [pauliZ]
  have hl : ∀ P Q : Matrix (Fin 2) (Fin 2) ℂ, (-P) ⊗ₖ Q = -(P ⊗ₖ Q) := by
    intro P Q; ext i j; simp [Matrix.kroneckerMap_apply]
  have hr : ∀ P Q : Matrix (Fin 2) (Fin 2) ℂ, P ⊗ₖ (-Q) = -(P ⊗ₖ Q) := by
    intro P Q; ext i j; simp [Matrix.kroneckerMap_apply]
  constructor <;>
    simp [Fin.forall_fin_two, Matrix.star_eq_conjTranspose, Matrix.conjTranspose_kronecker,
      ← Matrix.mul_kronecker_mul, hX, hZ, hXZ, hXs, hZs, hl, hr]
```

## What commuting with $X$ does to a qubit

Let $M$ act on one qubit, placed first, and a finite remainder `n`. In blocks labelled by the qubit, $(X\otimes1)M=M(X\otimes1)$ reads

$$\begin{pmatrix}M_{10}&M_{11}\\M_{00}&M_{01}\end{pmatrix}=\begin{pmatrix}M_{01}&M_{00}\\M_{11}&M_{10}\end{pmatrix}.$$

Thus $M_{11}=M_{00}$ and $M_{10}=M_{01}$, which are `h1` and `h2`. With $P=M_{00}$ and $Q=M_{01}$, $M=1\otimes P+X\otimes Q$.

```lean
/-- A matrix on one qubit and a remaining system that commutes with `X` on that qubit has the
form `1⊗P + X⊗Q`. -/
theorem qubit_enters_through_X {n : Type*} [Fintype n] [DecidableEq n]
    (M : Matrix (Fin 2 × n) (Fin 2 × n) ℂ)
    (hM : (pauliX ⊗ₖ (1 : Matrix n n ℂ)) * M = M * (pauliX ⊗ₖ (1 : Matrix n n ℂ))) :
    ∃ P Q : Matrix n n ℂ, M = (1 : Matrix (Fin 2) (Fin 2) ℂ) ⊗ₖ P + pauliX ⊗ₖ Q := by
  -- commutation with `X` identifies the blocks of `M` in pairs
  have h1 : ∀ b d, M (1, b) (1, d) = M (0, b) (0, d) := fun b d => by
    have e := congrFun (congrFun hM (0, b)) (1, d)
    simpa [Matrix.mul_apply, Fintype.sum_prod_type, Matrix.kroneckerMap_apply,
      Matrix.one_apply, pauliX] using e
  have h2 : ∀ b d, M (1, b) (0, d) = M (0, b) (1, d) := fun b d => by
    have e := congrFun (congrFun hM (0, b)) (0, d)
    simpa [Matrix.mul_apply, Fintype.sum_prod_type, Matrix.kroneckerMap_apply,
      Matrix.one_apply, pauliX] using e
  refine ⟨Matrix.of fun b d => M (0, b) (0, d), Matrix.of fun b d => M (0, b) (1, d), ?_⟩
  ext ⟨a, b⟩ ⟨c, d⟩
  change M (a, b) (c, d) = (1 : Matrix (Fin 2) (Fin 2) ℂ) a c * M (0, b) (0, d) +
    pauliX a c * M (0, b) (1, d)
  fin_cases a <;> fin_cases c <;> simp [pauliX, h1, h2]

end

end QubitTapering
```

```lean
#print axioms QubitTapering.tapering_clifford
#print axioms QubitTapering.qubit_enters_through_X
```

```
'QubitTapering.tapering_clifford' depends on axioms: [propext, Classical.choice, Quot.sound]
'QubitTapering.qubit_enters_through_X' depends on axioms: [propext, Classical.choice, Quot.sound]
```

The step left to the user is to replace $X$ by its eigenvalue $\pm1$, which leaves $P\pm Q$ on the remainder, and to choose the sign that belongs to the wanted state. For the opening Hamiltonian, $U=(X\otimes1+Z\otimes Z)/\sqrt2$ gives $UHU=X\otimes X+X\otimes Z+1\otimes Z$. The first qubit now enters only through $X$, and setting $X=1$ there turns the even-parity sector into the one-qubit Hamiltonian $X+2Z$.

## The hydrogen molecule

In a minimal basis under the Jordan–Wigner encoding, let qubits 0 and 1 hold the bonding spin orbitals and qubits 2 and 3 the antibonding ones. The Hamiltonian commutes with $t_i=Z_0Z_{i+1}$ for $i=0,1,2$, and $s_i=X_{i+1}$ are suitable partners. The doubly occupied bonding configuration has $(t_0,t_1,t_2)=(1,-1,-1)$. After the transformation, $X_1,X_2,X_3$ are replaced by these values, and one qubit remains.

## Pauli strings as binary vectors

Another model would represent Pauli strings by binary vectors and $U$ by a linear map on them. Its Clifford character would then be built in, but signs would need separate bookkeeping, and $H$ would have to be treated as a sum of strings. The algebraic version keeps the signs and treats $H$ as a single operator.
